# Uniform rescaling of moving particles reaches a positive kinetic-energy target with the least mass-weighted velocity change

During the equilibration of a molecular dynamics run, the velocities are often all multiplied by one factor, chosen so that the kinetic energy takes the value set by the target temperature. Many other changes would reach the same value, for instance, when the energy has to rise, speeding up a few particles and leaving the rest alone. For finitely many classical particles with positive masses, not all at rest, the common factor disturbs the velocities least when each squared change is weighted by the particle's mass.

The result concerns one instantaneous change of velocities. Passing from it to a thermostatted trajectory, in which rescaling alternates with integration steps, needs a separate argument, and so does any claim about the ensemble sampled.

## Velocities, kinetic energy and the thermostat factor

Particles carry labels $i$ from a finite type `ι`. Their velocities $v_i$ lie in a real inner product space `E`, which for ordinary particles is three-dimensional space. A set of velocities is a function `v : ι → E`.

In Lean 4 with Mathlib:

```lean
import Mathlib

open Finset

namespace VelocityRescaling

noncomputable section

variable {ι E : Type*} [Fintype ι] [NormedAddCommGroup E] [InnerProductSpace ℝ E]
```

With masses $m_i$, the kinetic energy is $K(v)=\tfrac12\sum_i m_i\|v_i\|^2$.

```lean
/-- Kinetic energy of particles with masses `m i` and velocities `v i`. -/
def kinetic (m : ι → ℝ) (v : ι → E) : ℝ := (1 / 2) * ∑ i, m i * ‖v i‖ ^ 2
```

The cost of replacing $v$ by $u$ is $D(u,v)=\sum_i m_i\|u_i-v_i\|^2$. Despite its name, `massDist` is a squared distance.

```lean
/-- Mass-weighted squared change between two sets of velocities. -/
def massDist (m : ι → ℝ) (u v : ι → E) : ℝ := ∑ i, m i * ‖u i - v i‖ ^ 2
```

Write $K$ for $K(v)$ and $K_0$ for the target. For $f$ velocity degrees of freedom and target temperature $T_0$, one sets $K_0=\tfrac12 f k_B T_0$, where $k_B$ is Boltzmann's constant. The thermostat factor is $s=\sqrt{K_0/K}$, often written $\lambda$ in simulation texts.

```lean
/-- The thermostat factor `√(K0 / K)`, where `K` is the kinetic energy of `v`;
its domain is `K > 0` and `K0 ≥ 0`. -/
def scaleFactor (m : ι → ℝ) (v : ι → E) (K0 : ℝ) : ℝ := √(K0 / kinetic m v)
```

The rescaled set, written $sv$, has velocities $s v_i$.

```lean
/-- Velocity rescaling: every velocity is multiplied by the same thermostat factor.
Its domain is that of the factor, positive kinetic energy and `K0 ≥ 0`. -/
def rescale (m : ι → ℝ) (v : ι → E) (K0 : ℝ) : ι → E :=
  fun i => scaleFactor m v K0 • v i
```

## (a) Kinetic energy under a common factor

**Task.** Show that for every real number $c$,
$$K(cv)=c^2K(v).$$

**Solution.** Since $\|c v_i\|^2=|c|^2\|v_i\|^2=c^2\|v_i\|^2$, every term of the sum acquires the factor $c^2$, which can be taken outside:
$$\tfrac12\sum_i m_i\|cv_i\|^2=c^2\cdot\tfrac12\sum_i m_i\|v_i\|^2 .$$

```lean
/-- Multiplying all velocities by `c` multiplies the kinetic energy by `c ^ 2`. -/
theorem kinetic_smul (m : ι → ℝ) (v : ι → E) (c : ℝ) :
    kinetic m (fun i => c • v i) = c ^ 2 * kinetic m v := by
  simp only [kinetic, norm_smul, mul_pow, Real.norm_eq_abs, sq_abs, Finset.mul_sum]
  refine Finset.sum_congr rfl fun i _ => ?_
  ring
```

The `simp only` line rewrites the norms, and `Finset.sum_congr` compares the two sums term by term.

## (b) Hitting the target

**Task.** Let $K>0$ and $K_0\ge 0$. Show that
$$K(sv)=K_0.$$

**Solution.** The ratio $K_0/K$ is nonnegative, so $s^2=K_0/K$. By (a), $K(sv)=s^2K=(K_0/K)\,K=K_0$.

```lean
/-- If the kinetic energy is positive and the target `K0` is nonnegative, the rescaled
velocities have kinetic energy exactly `K0`. -/
theorem kinetic_rescale (m : ι → ℝ) (v : ι → E) {K0 : ℝ}
    (hK : 0 < kinetic m v) (hK0 : 0 ≤ K0) : kinetic m (rescale m v K0) = K0 := by
  unfold rescale
  rw [kinetic_smul, scaleFactor, Real.sq_sqrt (div_nonneg hK0 hK.le),
    div_mul_cancel₀ _ hK.ne']
```

`Real.sq_sqrt` squares the root, and `div_mul_cancel₀` cancels $K$.

## (c) Expanding the cost

**Task.** Show that for any two sets of velocities
$$D(u,v)=2K(u)+2K(v)-2\sum_i m_i\langle u_i,v_i\rangle.$$

**Solution.** For each particle, $\|u_i-v_i\|^2=\|u_i\|^2+\|v_i\|^2-2\langle u_i,v_i\rangle$. Multiply by $m_i$ and sum. The first two sums are $2K(u)$ and $2K(v)$, because the kinetic energy carries a factor $\tfrac12$.

```lean
/-- The mass-weighted squared change is twice the sum of the two kinetic energies minus
twice the mass-weighted overlap of the velocities. -/
theorem massDist_eq (m : ι → ℝ) (u v : ι → E) :
    massDist m u v =
      2 * kinetic m u + 2 * kinetic m v - 2 * ∑ i, m i * inner ℝ (u i) (v i) := by
  have h : ∀ i, m i * ‖u i - v i‖ ^ 2 =
      m i * ‖u i‖ ^ 2 + m i * ‖v i‖ ^ 2 - 2 * (m i * inner ℝ (u i) (v i)) := by
    intro i
    rw [norm_sub_sq_real]
    ring
  simp only [massDist, kinetic, h, Finset.sum_sub_distrib, Finset.sum_add_distrib,
    ← Finset.mul_sum]
  ring
```

The inner `h` is the expansion for one particle; the closing lines split the sum into three.

## (d) The excess cost of a competitor

**Task.** Let $K>0$, $K_0\ge0$, and let $u$ be any set of velocities with $K(u)=K_0$. Show that
$$s\,\bigl[D(u,v)-D(sv,v)\bigr]=D(u,sv).$$

**Solution.** Put $B=\sum_i m_i\langle u_i,v_i\rangle$. By (c),
$$D(u,v)=2K_0+2K-2B.$$
The overlap of $sv$ with $v$ is $s\sum_i m_i\|v_i\|^2=2sK$, so (b) and (c) give
$$D(sv,v)=2K_0+2K-4sK.$$
Subtracting and multiplying by $s$ yields $4s^2K-2sB=4K_0-2sB$, since $s^2K=K_0$. On the other side, the overlap of $u$ with $sv$ is $sB$, so
$$D(u,sv)=2K_0+2K_0-2sB=4K_0-2sB.$$

```lean
/-- For positive kinetic energy of `v`, `K0 ≥ 0` and any `u` with kinetic energy `K0`, the
excess cost of `u` over rescaling, times the thermostat factor, is the mass-weighted squared
distance from `u` to the rescaled velocities. -/
theorem excess_cost (m : ι → ℝ) (u v : ι → E) {K0 : ℝ}
    (hK : 0 < kinetic m v) (hK0 : 0 ≤ K0) (hu : kinetic m u = K0) :
    scaleFactor m v K0 * (massDist m u v - massDist m (rescale m v K0) v) =
      massDist m u (rescale m v K0) := by
  have hr := kinetic_rescale m v hK hK0
  have hs : scaleFactor m v K0 ^ 2 * kinetic m v = K0 := by
    rw [← kinetic_smul]
    exact hr
  -- the two overlaps that involve the rescaled velocities
  have h1 : ∑ i, m i * inner ℝ (u i) (rescale m v K0 i) =
      scaleFactor m v K0 * ∑ i, m i * inner ℝ (u i) (v i) := by
    rw [Finset.mul_sum]
    refine Finset.sum_congr rfl fun i _ => ?_
    simp only [rescale, real_inner_smul_right]
    ring
  have h2 : ∑ i, m i * inner ℝ (rescale m v K0 i) (v i) =
      scaleFactor m v K0 * (2 * kinetic m v) := by
    have hk : 2 * kinetic m v = ∑ i, m i * ‖v i‖ ^ 2 := by
      unfold kinetic
      ring
    rw [hk, Finset.mul_sum]
    refine Finset.sum_congr rfl fun i _ => ?_
    simp only [rescale, real_inner_smul_left, real_inner_self_eq_norm_sq]
    ring
  rw [massDist_eq m u v, massDist_eq m (rescale m v K0) v,
    massDist_eq m u (rescale m v K0), h1, h2, hr, hu]
  linear_combination 4 * hs
```

Here `h1` and `h2` are the two overlaps, and `hs` is $s^2K=K_0$. The last line uses `hs` four times over, as the term $4s^2K$ requires.

## (e) Zero cost

**Task.** Let all masses be positive. Show that
$$D(u,w)=0\quad\Longrightarrow\quad u=w.$$

**Solution.** $D(u,w)$ is a sum of nonnegative terms $m_i\|u_i-w_i\|^2$. If the sum vanishes, each term does. As $m_i>0$, we get $\|u_i-w_i\|=0$, hence $u_i=w_i$ for every $i$.

```lean
omit [InnerProductSpace ℝ E] in
/-- For positive masses, two sets of velocities at zero mass-weighted distance coincide. -/
theorem eq_of_massDist_eq_zero {m : ι → ℝ} (hm : ∀ i, 0 < m i) {u w : ι → E}
    (h : massDist m u w = 0) : u = w := by
  unfold massDist at h
  funext i
  have h0 : m i * ‖u i - w i‖ ^ 2 = 0 :=
    (Finset.sum_eq_zero_iff_of_nonneg
      (fun j _ => mul_nonneg (hm j).le (sq_nonneg _))).1 h i (Finset.mem_univ i)
  have h1 : ‖u i - w i‖ ^ 2 = 0 := (mul_eq_zero.1 h0).resolve_left (hm i).ne'
  exact sub_eq_zero.1 (norm_eq_zero.1 ((pow_eq_zero_iff two_ne_zero).1 h1))
```

`Finset.sum_eq_zero_iff_of_nonneg` passes from the sum to its terms.

## (f) The least change

**Task.** Let all masses be positive, $K>0$ and $K_0>0$. Show that $sv$ has kinetic energy $K_0$ and that, for every $u$ with $K(u)=K_0$,
$$D(sv,v)\le D(u,v),\quad\text{with equality only if }u=sv.$$

**Solution.** The first claim is (b). For the inequality, $D(u,sv)\ge0$ because the masses are positive, so the left side of (d) is nonnegative. Since $s>0$, the bracket there is nonnegative too. If the costs are equal, the bracket is zero, so $D(u,sv)=0$, and (e) gives $u=sv$.

```lean
/-- For positive masses, positive kinetic energy and a positive target `K0`, uniform rescaling
reaches `K0` with the least mass-weighted squared change of the velocities, and it is the only
set of velocities that does so. -/
theorem rescale_minimises {m : ι → ℝ} (hm : ∀ i, 0 < m i) (v : ι → E) {K0 : ℝ}
    (hK : 0 < kinetic m v) (hK0 : 0 < K0) :
    kinetic m (rescale m v K0) = K0 ∧
      ∀ u : ι → E, kinetic m u = K0 →
        massDist m (rescale m v K0) v ≤ massDist m u v ∧
        (massDist m u v = massDist m (rescale m v K0) v → u = rescale m v K0) := by
  refine ⟨kinetic_rescale m v hK hK0.le, fun u hu => ?_⟩
  have hs : 0 < scaleFactor m v K0 := Real.sqrt_pos.2 (div_pos hK0 hK)
  have key := excess_cost m u v hK hK0.le hu
  constructor
  · -- the excess cost is a squared distance divided by a positive factor
    have hD : 0 ≤ massDist m u (rescale m v K0) :=
      Finset.sum_nonneg fun i _ => mul_nonneg (hm i).le (sq_nonneg _)
    rw [← key] at hD
    exact sub_nonneg.1 ((mul_nonneg_iff_of_pos_left hs).1 hD)
  · -- equal cost means zero distance to the rescaled velocities
    intro h
    apply eq_of_massDist_eq_zero hm
    rw [← key, h, sub_self, mul_zero]
```

The hypotheses `hm`, `hK` and `hK0` are the three positivity conditions. The competitor `u` ranges over all functions `ι → E` with the right kinetic energy, so its velocities may point in any direction. The identity of (d) enters as `key`, and the two bullets are the inequality and the uniqueness. The condition $K>0$ says that there is motion to scale: if every particle is at rest, no common factor produces a positive kinetic energy.

## (g) The size of the least change

**Task.** Let $K>0$ and $K_0\ge0$. Show that
$$D(sv,v)=2\bigl(\sqrt{K_0}-\sqrt{K}\bigr)^2.$$

**Solution.** Each velocity changes by $(s-1)v_i$, so by (a)
$$D(sv,v)=2K((s-1)v)=2(s-1)^2K=2\bigl(s\sqrt K-\sqrt K\bigr)^2,$$
and $s\sqrt K=\sqrt{K_0}$.

```lean
/-- For positive kinetic energy `K` and `K0 ≥ 0`, the mass-weighted squared change made by
rescaling is `2 (√K0 - √K) ^ 2`. -/
theorem massDist_rescale (m : ι → ℝ) (v : ι → E) {K0 : ℝ}
    (hK : 0 < kinetic m v) (hK0 : 0 ≤ K0) :
    massDist m (rescale m v K0) v = 2 * (√K0 - √(kinetic m v)) ^ 2 := by
  have h : massDist m (rescale m v K0) v =
      2 * ((scaleFactor m v K0 - 1) ^ 2 * kinetic m v) := by
    rw [← kinetic_smul]
    simp only [massDist, kinetic, rescale, sub_smul, one_smul]
    ring
  have hs : scaleFactor m v K0 * √(kinetic m v) = √K0 := by
    rw [scaleFactor, ← Real.sqrt_mul (div_nonneg hK0 hK.le), div_mul_cancel₀ _ hK.ne']
  have hq : √(kinetic m v) ^ 2 = kinetic m v := Real.sq_sqrt hK.le
  rw [h, ← hs]
  linear_combination (-2 * (scaleFactor m v K0 - 1) ^ 2) * hq
```

`h` is the middle expression, `hs` is $s\sqrt K=\sqrt{K_0}$, and `hq` is $(\sqrt K)^2=K$.

## (h) Total momentum

**Task.** Show that
$$\sum_i m_i\,(s v_i)=s\sum_i m_i v_i.$$

**Solution.** The factor $s$ is the same for every particle and commutes with $m_i$, so it comes out of the sum. In particular, a system with zero total momentum keeps it.

```lean
/-- Rescaling multiplies the total momentum by the thermostat factor. -/
theorem momentum_rescale (m : ι → ℝ) (v : ι → E) (K0 : ℝ) :
    ∑ i, m i • rescale m v K0 i = scaleFactor m v K0 • ∑ i, m i • v i := by
  rw [Finset.smul_sum]
  refine Finset.sum_congr rfl fun i _ => ?_
  exact smul_comm _ _ _

end

end VelocityRescaling
```

The theorem has no hypotheses on the energies, but its factor has the thermostat meaning only for $K>0$ and $K_0\ge0$.

```lean
#print axioms VelocityRescaling.rescale_minimises
-- 'VelocityRescaling.rescale_minimises' depends on axioms: [propext, Classical.choice, Quot.sound]
#print axioms VelocityRescaling.massDist_rescale
-- 'VelocityRescaling.massDist_rescale' depends on axioms: [propext, Classical.choice, Quot.sound]
#print axioms VelocityRescaling.momentum_rescale
-- 'VelocityRescaling.momentum_rescale' depends on axioms: [propext, Classical.choice, Quot.sound]
```

## Two particles on a line

Take masses $1$ and $3$ with velocities $3$ and $-1$, in consistent units. Then $K=\tfrac12(9+3)=6$ and the total momentum is $0$. For $K_0=24$ the factor is $s=2$, and the rescaled velocities are $6$ and $-2$. The cost is $9+3=12$, in agreement with $2(\sqrt{24}-\sqrt6)^2=12$.

A competitor that puts all the energy into the heavy particle has velocities $0$ and $-4$, again with kinetic energy $24$. It costs $9+27=36$, an excess of $24$. Its squared distance from the rescaled set is $36+12=48=2\cdot24$, as (d) demands. Its momentum is $-12$, whereas rescaling leaves the momentum at zero.

## The same problem as a nearest point on a sphere

The velocities could also have been modelled as a single vector with components $x_i=\sqrt{m_i}\,v_i$. The condition $K(u)=K_0$ then describes a sphere of radius $\sqrt{2K_0}$ about the origin, $D$ is the ordinary squared distance, and rescaling moves radially to the nearest point of the sphere. The masses would disappear from the argument, and (e) would become the fact that only the zero vector has zero norm. In exchange, the result would have to be translated back into velocities, which is where positive masses would be used.
